# Collapse and revival under a lossless Kerr Hamiltonian: \(|\langle a\rangle_t| = |\alpha|\,e^{-|\alpha|^2(1-\cos t)}\) for an initial coherent state

## Kerr Hamiltonian, units and amplitudes

A single bosonic mode starts in the coherent state of complex amplitude \(\alpha\) and evolves without loss under

\[
H=\tfrac12\,a^\dagger a^\dagger a a ,\qquad E_n=\frac{n(n-1)}{2},\qquad n=0,1,2,\dots
\]

Here \(a\) is the annihilation operator, \(n\) is the photon number and \(\hbar=1\). Energy is measured in units of the Kerr constant, which is the energy cost of each pair of photons in the mode. The time \(t\) is therefore dimensionless: it is the laboratory time multiplied by the Kerr constant. The term linear in \(n\) has been removed by going to a rotating frame.

The initial and evolved Fock amplitudes are

\[
c_n=e^{-|\alpha|^2/2}\frac{\alpha^n}{\sqrt{n!}},\qquad d_n(t)=c_n\,e^{-itE_n}.
\]

They are normalised, so expectation values need no division by a norm.

## The mean of \(a\) and its Gaussian bounds

For every complex \(\alpha\) and real \(t\),

\[
\langle a\rangle_t=\sum_{n=0}^{\infty}\overline{d_n}\,\sqrt{n+1}\,d_{n+1}
=\alpha\,\exp\!\big(|\alpha|^2(e^{-it}-1)\big),
\]

and the modulus is \(|\alpha|\,e^{-|\alpha|^2(1-\cos t)}\). If \(\alpha\neq0\), the modulus equals \(|\alpha|\) exactly at the integer multiples of \(2\pi\). For \(|t|\le\pi\),

\[
|\alpha|\,e^{-|\alpha|^2t^2/2}\;\le\;|\langle a\rangle_t|\;\le\;|\alpha|\,e^{-2|\alpha|^2t^2/\pi^2}.
\]

The two Gaussians put the collapse on a time scale of order \(1/|\alpha|\) when \(|\alpha|\) is large.

## Reference values for a Fock-space propagator

The formula supplies a reference value at any time for a program that propagates one lossless Kerr mode from a coherent state. Three points matter in the comparison.

**Phase and sign.** The modulus is even in \(t\), so it cannot reveal a wrong sign in \(e^{-iHt}\). The complex value can. A program that uses \(n^2/2\) in place of \(n(n-1)/2\) gains a factor \(e^{-it/2}\) in \(\langle a\rangle_t\), while the modulus stays the same.

**Truncation.** Suppose that the basis has \(N\ge2\) levels, \(n=0,\dots,N-1\), and that the amplitudes are taken from the formula for \(d_n\) without renormalisation. The computed mean then contains the terms \(n=0,\dots,N-2\), and its error is at most

\[
|\alpha|\sum_{n\ge N-1}e^{-|\alpha|^2}\frac{|\alpha|^{2n}}{n!}.
\]

**Cancellation.** At \(t=\pi\) the exact modulus is \(|\alpha|e^{-2|\alpha|^2}\), while the terms of the series alternate in sign and the largest of them far exceed it when \(|\alpha|\) is large. An absolute tolerance is appropriate there.

## Summing Poisson weights with a linear phase

Differentiating the amplitude gives \(\dot d_n=-iE_n d_n\), which is the Schrödinger equation for a Hamiltonian diagonal in \(n\).

Next, lower the coherent amplitudes. Since \((n+1)!=(n+1)\,n!\),

\[
\sqrt{n+1}\,c_{n+1}
=e^{-|\alpha|^2/2}\,\frac{\sqrt{n+1}\;\alpha^{n+1}}{\sqrt{n+1}\,\sqrt{n!}}
=\alpha\,c_n .
\]

Neighbouring levels differ in energy by

\[
E_{n+1}-E_n=\frac{(n+1)n-n(n-1)}{2}=n ,
\]

and therefore

\[
\sqrt{n+1}\,d_{n+1}=\alpha\,e^{-itn}\,d_n .
\]

The Kerr phases have modulus one, so the photon distribution remains Poissonian:

\[
|d_n|^2=e^{-|\alpha|^2}\frac{|\alpha|^{2n}}{n!}.
\]

Multiplying the lowered amplitude by \(\overline{d_n}\) and summing gives an exponential series:

\[
\langle a\rangle_t
=\alpha e^{-|\alpha|^2}\sum_{n=0}^\infty\frac{(|\alpha|^2e^{-it})^n}{n!}
=\alpha\,\exp\!\big(|\alpha|^2(e^{-it}-1)\big).
\]

For the modulus, use \(|e^z|=e^{\operatorname{Re}z}\) and \(\operatorname{Re}(e^{-it}-1)=\cos t-1\).

If \(\alpha\ne0\), the modulus equals \(|\alpha|\) precisely when \(|\alpha|^2(1-\cos t)=0\). This means \(\cos t=1\), that is, \(t=2\pi m\) with \(m\) an integer.

For the collapse, the inequality \(\cos t\ge1-t^2/2\) gives \(1-\cos t\le t^2/2\), and hence the lower Gaussian. For the upper one, \(\sin x\ge2x/\pi\) holds on \(0\le x\le\pi/2\). Setting \(x=|t|/2\) gives

\[
1-\cos t=2\sin^2\frac{|t|}{2}\ge\frac{2t^2}{\pi^2}\qquad(|t|\le\pi).
\]

## Seven Fock levels at \(\alpha=1\), \(t=\pi/2\)

Here \(e^{-it}=-i\), so the closed form is

\[
\langle a\rangle=e^{-1-i}=e^{-1}(\cos1-i\sin1)\approx0.1988-0.3096\,i,
\]

with modulus \(e^{-1}\approx0.3679\). The Gaussian bounds are \(e^{-\pi^2/8}\approx0.2912\) and \(e^{-1/2}\approx0.6065\).

With \(N=7\) levels the series stops at \(n=5\):

\[
e^{-1}\Big[\big(1-\tfrac12+\tfrac1{24}\big)-i\big(1-\tfrac16+\tfrac1{120}\big)\Big]\approx0.1993-0.3096\,i .
\]

The error is about \(5.1\times10^{-4}\), below the truncation bound of about \(5.9\times10^{-4}\).

## The Lean file

```lean
import Mathlib

open scoped ComplexConjugate

noncomputable section

namespace KerrRevival

/-- Fock amplitudes of the coherent state with complex amplitude `α`. -/
def coherentAmp (α : ℂ) (n : ℕ) : ℂ :=
  ((Real.exp (-‖α‖ ^ 2 / 2) : ℝ) : ℂ) * α ^ n / ((Real.sqrt (n.factorial : ℝ) : ℝ) : ℂ)

/-- Kerr energy `n (n - 1) / 2` of the `n`-photon state, in units of the Kerr constant. -/
def kerrEnergy (n : ℕ) : ℝ := (n : ℝ) * ((n : ℝ) - 1) / 2

/-- Fock amplitudes at time `t` of an initially coherent state in a Kerr medium. -/
def kerrAmp (α : ℂ) (t : ℝ) (n : ℕ) : ℂ :=
  coherentAmp α n * Complex.exp (-(Complex.I * t * kerrEnergy n))

/-- The annihilation operator acting on a sequence of Fock amplitudes. -/
def lower (ψ : ℕ → ℂ) (n : ℕ) : ℂ :=
  ((Real.sqrt ((n : ℝ) + 1) : ℝ) : ℂ) * ψ (n + 1)

/-- The mean field: the expectation value of the annihilation operator at time `t`. -/
def meanField (α : ℂ) (t : ℝ) : ℂ :=
  ∑' n, conj (kerrAmp α t n) * lower (kerrAmp α t) n

/-- The amplitudes obey the Schrödinger equation of the Kerr Hamiltonian (with `ħ = 1`). -/
theorem kerrAmp_schrodinger (α : ℂ) (t : ℝ) (n : ℕ) :
    HasDerivAt (fun s : ℝ => kerrAmp α s n)
      (-(Complex.I * kerrEnergy n) * kerrAmp α t n) t := by
  have h0 : HasDerivAt (fun s : ℝ => (s : ℂ)) 1 t := by
    simpa using (hasDerivAt_id t).ofReal_comp
  have h1 := h0.const_mul (-(Complex.I * (kerrEnergy n : ℂ)))
  rw [mul_one] at h1
  have hfun : (fun s : ℝ => -(Complex.I * (s : ℂ) * (kerrEnergy n : ℂ))) =
      fun s : ℝ => -(Complex.I * (kerrEnergy n : ℂ)) * (s : ℂ) := by
    funext s
    ring
  rw [← hfun] at h1
  have h2 := h1.cexp.const_mul (coherentAmp α n)
  exact h2.congr_deriv (by simp only [kerrAmp]; ring)

/-- Annihilating a photon multiplies the `n`-th amplitude by `α` and a phase linear in `n`. -/
theorem lower_kerrAmp (α : ℂ) (t : ℝ) (n : ℕ) :
    lower (kerrAmp α t) n = α * Complex.exp (-(Complex.I * t * n)) * kerrAmp α t n := by
  have h0 : (0 : ℝ) < (n : ℝ) + 1 := by positivity
  have h1 : (0 : ℝ) < (n.factorial : ℝ) := by exact_mod_cast n.factorial_pos
  have hs : ((Real.sqrt ((n : ℝ) + 1) : ℝ) : ℂ) ≠ 0 :=
    Complex.ofReal_ne_zero.mpr (Real.sqrt_pos.mpr h0).ne'
  have hf : ((Real.sqrt (n.factorial : ℝ) : ℝ) : ℂ) ≠ 0 :=
    Complex.ofReal_ne_zero.mpr (Real.sqrt_pos.mpr h1).ne'
  have hfac : ((n + 1).factorial : ℝ) = ((n : ℝ) + 1) * (n.factorial : ℝ) := by
    exact_mod_cast Nat.factorial_succ n
  -- the coherent amplitudes are lowered with eigenvalue `α`
  have hc : ((Real.sqrt ((n : ℝ) + 1) : ℝ) : ℂ) * coherentAmp α (n + 1)
      = α * coherentAmp α n := by
    simp only [coherentAmp]
    rw [hfac, Real.sqrt_mul h0.le, Complex.ofReal_mul, ← mul_div_assoc, ← mul_div_assoc,
      div_eq_div_iff (mul_ne_zero hs hf) hf]
    ring
  -- neighbouring Kerr levels differ in energy by `n`
  have hph : Complex.exp (-(Complex.I * t * kerrEnergy (n + 1))) =
      Complex.exp (-(Complex.I * t * n)) * Complex.exp (-(Complex.I * t * kerrEnergy n)) := by
    rw [← Complex.exp_add]
    congr 1
    simp only [kerrEnergy]
    push_cast
    ring
  simp only [lower, kerrAmp]
  rw [hph]
  linear_combination (Complex.exp (-(Complex.I * t * n)) *
    Complex.exp (-(Complex.I * t * kerrEnergy n))) * hc

/-- At every time the photon number has the Poisson distribution of mean `|α|²`. -/
theorem kerrAmp_poisson (α : ℂ) (t : ℝ) (n : ℕ) :
    ‖kerrAmp α t n‖ ^ 2 = Real.exp (-‖α‖ ^ 2) * ((‖α‖ ^ 2) ^ n / (n.factorial : ℝ)) := by
  have hph : ‖Complex.exp (-(Complex.I * t * kerrEnergy n))‖ = 1 := by
    rw [Complex.norm_exp]
    simp
  have he : Real.exp (-‖α‖ ^ 2 / 2) ^ 2 = Real.exp (-‖α‖ ^ 2) := by
    rw [← Real.exp_nat_mul]
    congr 1
    push_cast
    ring
  rw [kerrAmp, coherentAmp, norm_mul, hph, mul_one, norm_div, norm_mul, norm_pow,
    Complex.norm_real, Complex.norm_real, Real.norm_of_nonneg (Real.exp_pos _).le,
    Real.norm_of_nonneg (Real.sqrt_nonneg _), div_pow, mul_pow, he,
    Real.sq_sqrt (Nat.cast_nonneg _)]
  ring

/-- The series for the mean field converges to `α exp(|α|² (exp(-it) - 1))`. -/
theorem hasSum_meanField (α : ℂ) (t : ℝ) :
    HasSum (fun n : ℕ => conj (kerrAmp α t n) *
        (((Real.sqrt ((n : ℝ) + 1) : ℝ) : ℂ) * kerrAmp α t (n + 1)))
      (α * Complex.exp ((‖α‖ : ℂ) ^ 2 * (Complex.exp (-(Complex.I * t)) - 1))) := by
  have hexp := NormedSpace.expSeries_div_hasSum_exp
    ((‖α‖ : ℂ) ^ 2 * Complex.exp (-(Complex.I * t)))
  rw [← Complex.exp_eq_exp_ℂ] at hexp
  have h := hexp.mul_left (α * Complex.exp (-(‖α‖ : ℂ) ^ 2))
  -- each term is `α` times a Poisson weight times a phase factor that is geometric in `n`
  convert h using 1
  · rfl
  · funext n
    have hl : ((Real.sqrt ((n : ℝ) + 1) : ℝ) : ℂ) * kerrAmp α t (n + 1) =
        α * Complex.exp (-(Complex.I * t * n)) * kerrAmp α t n := lower_kerrAmp α t n
    have hd : conj (kerrAmp α t n) * kerrAmp α t n =
        Complex.exp (-(‖α‖ : ℂ) ^ 2) * (((‖α‖ : ℂ) ^ 2) ^ n / (n.factorial : ℂ)) := by
      have hp := congrArg Complex.ofReal (kerrAmp_poisson α t n)
      simp only [Complex.ofReal_mul, Complex.ofReal_exp, Complex.ofReal_neg,
        Complex.ofReal_div, Complex.ofReal_pow, Complex.ofReal_natCast] at hp
      rw [Complex.conj_mul', hp]
    have hph : Complex.exp (-(Complex.I * t * n)) = Complex.exp (-(Complex.I * t)) ^ n := by
      rw [← Complex.exp_nat_mul,
        show (n : ℂ) * -(Complex.I * t) = -(Complex.I * t * n) by ring]
    rw [hl, hph]
    linear_combination (α * Complex.exp (-(Complex.I * t)) ^ n) * hd
  · have hv : Complex.exp ((‖α‖ : ℂ) ^ 2 * (Complex.exp (-(Complex.I * t)) - 1)) =
        Complex.exp (-(‖α‖ : ℂ) ^ 2) *
          Complex.exp ((‖α‖ : ℂ) ^ 2 * Complex.exp (-(Complex.I * t))) := by
      rw [← Complex.exp_add]
      congr 1
      ring
    rw [hv]
    ring

/-- The modulus of the mean field is `|α| exp(-|α|² (1 - cos t))`. -/
theorem norm_meanField (α : ℂ) (t : ℝ) :
    ‖meanField α t‖ = ‖α‖ * Real.exp (-‖α‖ ^ 2 * (1 - Real.cos t)) := by
  have hm : meanField α t =
      α * Complex.exp ((‖α‖ : ℂ) ^ 2 * (Complex.exp (-(Complex.I * t)) - 1)) :=
    (hasSum_meanField α t).tsum_eq
  have hc : (Complex.exp (-(Complex.I * t))).re = Real.cos t := by
    rw [Complex.exp_re]
    simp
  have hre : ((‖α‖ : ℂ) ^ 2 * (Complex.exp (-(Complex.I * t)) - 1)).re =
      -‖α‖ ^ 2 * (1 - Real.cos t) := by
    rw [← Complex.ofReal_pow, Complex.re_ofReal_mul, Complex.sub_re, hc, Complex.one_re]
    ring
  rw [hm, norm_mul, Complex.norm_exp, hre]

/-- Revival: for `α ≠ 0` the mean field has its initial modulus exactly at the integer
multiples of `2π`. -/
theorem revival_iff {α : ℂ} (hα : α ≠ 0) (t : ℝ) :
    ‖meanField α t‖ = ‖α‖ ↔ ∃ m : ℤ, t = m * (2 * Real.pi) := by
  rw [norm_meanField]
  constructor
  · intro h
    have hp : ‖α‖ ≠ 0 := norm_ne_zero_iff.mpr hα
    have h1 : Real.exp (-‖α‖ ^ 2 * (1 - Real.cos t)) = 1 :=
      mul_left_cancel₀ hp (by rw [h, mul_one])
    have h2 := (Real.exp_eq_one_iff _).mp h1
    have h3 := (mul_eq_zero.mp h2).resolve_left (neg_ne_zero.mpr (pow_ne_zero 2 hp))
    obtain ⟨m, hm⟩ := (Real.cos_eq_one_iff t).mp (by linarith)
    exact ⟨m, hm.symm⟩
  · rintro ⟨m, hm⟩
    have hc : Real.cos t = 1 := (Real.cos_eq_one_iff t).mpr ⟨m, hm.symm⟩
    rw [hc]
    simp

/-- Collapse: for `|t| ≤ π` the modulus of the mean field lies between two Gaussians in `t`
whose exponents are proportional to `|α|²`. -/
theorem gaussian_collapse (α : ℂ) {t : ℝ} (ht : |t| ≤ Real.pi) :
    ‖α‖ * Real.exp (-‖α‖ ^ 2 * (t ^ 2 / 2)) ≤ ‖meanField α t‖ ∧
      ‖meanField α t‖ ≤ ‖α‖ * Real.exp (-‖α‖ ^ 2 * (2 * (t ^ 2 / Real.pi ^ 2))) := by
  have hlow : 1 - Real.cos t ≤ t ^ 2 / 2 := by
    linarith [Real.one_sub_sq_div_two_le_cos (x := t)]
  -- the chord bound for the sine gives the quadratic bound for `1 - cos t`
  have hup : 2 * (t ^ 2 / Real.pi ^ 2) ≤ 1 - Real.cos t := by
    have hs : 2 / Real.pi * (|t| / 2) ≤ Real.sin (|t| / 2) :=
      Real.mul_le_sin (by positivity) (by linarith)
    have hsq := pow_le_pow_left₀ (by positivity) hs 2
    have he : (2 / Real.pi * (|t| / 2)) ^ 2 = t ^ 2 / Real.pi ^ 2 := by
      rw [← sq_abs t]
      ring
    have h := Real.cos_two_mul (|t| / 2)
    have e : 2 * (|t| / 2) = |t| := by ring
    rw [e, Real.cos_abs] at h
    rw [he] at hsq
    linarith [Real.sin_sq_add_cos_sq (|t| / 2)]
  rw [norm_meanField]
  constructor
  · refine mul_le_mul_of_nonneg_left (Real.exp_le_exp.mpr ?_) (norm_nonneg _)
    linarith [mul_le_mul_of_nonneg_left hlow (sq_nonneg ‖α‖)]
  · refine mul_le_mul_of_nonneg_left (Real.exp_le_exp.mpr ?_) (norm_nonneg _)
    linarith [mul_le_mul_of_nonneg_left hup (sq_nonneg ‖α‖)]

end KerrRevival
```

```lean
#print axioms KerrRevival.kerrAmp_schrodinger
-- 'KerrRevival.kerrAmp_schrodinger' depends on axioms: [propext, Classical.choice, Quot.sound]
#print axioms KerrRevival.revival_iff
-- 'KerrRevival.revival_iff' depends on axioms: [propext, Classical.choice, Quot.sound]
#print axioms KerrRevival.gaussian_collapse
-- 'KerrRevival.gaussian_collapse' depends on axioms: [propext, Classical.choice, Quot.sound]
```

## Lean objects and the mode they describe

A state is a function `ℕ → ℂ` that lists Fock amplitudes. `coherentAmp α n` is \(c_n\), `kerrEnergy n` is \(E_n\), and `kerrAmp α t n` is \(d_n(t)\). The function `lower` applies \(a\) to a sequence: its entry \(n\) is \(\sqrt{n+1}\) times entry \(n+1\) of the input. The notation `‖α‖` means \(|\alpha|\), and `conj` is complex conjugation.

The name `meanField` denotes the exact quantum expectation value of \(a\). It does not refer to a mean-field approximation; the classical Kerr equation \(i\dot\alpha=|\alpha|^2\alpha\) keeps the modulus constant and shows no collapse.

`hasSum_meanField` states that the series converges to the closed form, for every `α` and `t`. This matters for `meanField`, which is defined by `∑'`: Lean assigns the value zero to such a sum when the series is not summable, and the theorem excludes that case.

`norm_meanField` gives the modulus. `revival_iff` is an equivalence under the hypothesis `α ≠ 0`; for \(\alpha=0\) the modulus is zero at all times and singles out no revival. `gaussian_collapse` assumes `|t| ≤ Real.pi` and gives both bounds. Only the upper bound needs this restriction.

## Lemmas behind the sum

`kerrAmp_schrodinger` differentiates the phase by the chain rule and multiplies by the constant `coherentAmp α n`. It connects the amplitudes to the Hamiltonian, but the later theorems do not use it.

`lower_kerrAmp` contains the two algebraic facts of the derivation. Its step `hc` is \(\sqrt{n+1}\,c_{n+1}=\alpha c_n\), obtained from the factorial recursion and the square root of a product. Its step `hph` is the phase relation from \(E_{n+1}-E_n=n\). The final `linear_combination` multiplies `hc` by the phases.

`kerrAmp_poisson` takes the norm of each factor and squares the result. The Kerr phase contributes one, and the square root of the factorial becomes the factorial.

`hasSum_meanField` starts from Mathlib's exponential series at \(|\alpha|^2e^{-it}\) and multiplies it by \(\alpha e^{-|\alpha|^2}\). The tactic `convert` then asks for agreement of the terms and of the limit. The terms agree by the two preceding lemmas, together with \(e^{-itn}=(e^{-it})^n\); the limit agrees because exponentials multiply by adding their exponents.

`norm_meanField` reads off the real part of the exponent. `revival_iff` cancels the nonzero \(|\alpha|\) and uses Mathlib's characterisation of \(\cos t=1\). In `gaussian_collapse`, `hlow` and `hup` are the two quadratic bounds on \(1-\cos t\), and monotonicity of the exponential carries them over to the modulus.

## An infinite Fock ladder without loss or rounding

The theorems guarantee the value of the full series over all photon numbers, its modulus, the times at which the modulus returns to \(|\alpha|\), and the two Gaussian bounds. The Schrödinger equation is proved amplitude by amplitude; convergence of the time derivative in the Hilbert-space norm is not addressed. Nor does the file construct \(a\) or \(H\) as unbounded operators with domains.

Floating-point evaluation and a finite basis lie on the program's side, and the truncation estimate above is an ordinary estimate that the Lean theorems do not contain. A program that prepares its coherent state with a truncated displacement operator has, in general, different initial amplitudes, so that estimate does not apply to it unchanged.

The step from these sequences to a device is the assumption that one mode of the device obeys this Hamiltonian for the whole evolution. Photon loss, dephasing, an external drive and higher nonlinearities are absent from the model, and any of them can change the height or the timing of the revivals.
